# For $k$ copies of the regular representation of a group of order $h$, symmetry blocks cut the cubic diagonalization cost by a factor between $h^{3/2}$ and $h^2$

An estimate of the saving helps in deciding whether to transform a Hamiltonian matrix to a symmetry-adapted basis before diagonalizing it. The file below bounds that saving from both sides when the cost of a diagonalization is the cube of the matrix size and the basis carries each complex irreducible representation as often as $k$ copies of the regular representation do. For a Hamiltonian invariant under the group, a representation of dimension $d$ gives $d$ identical blocks, of which only one is diagonalized.

```lean
import Mathlib

open Finset

namespace SymmetryAdaptedCost

variable {ι : Type*}

/-- For any finite collection of dimensions, the sum of the cubes is at most the
sum of the squares raised to the power 3/2. -/
theorem sum_cube_le (s : Finset ι) (d : ι → ℕ) :
    ∑ i ∈ s, (d i : ℝ) ^ 3 ≤
      (∑ i ∈ s, (d i : ℝ) ^ 2) * √(∑ i ∈ s, (d i : ℝ) ^ 2) := by
  rw [Finset.sum_mul]
  refine Finset.sum_le_sum fun i hi => ?_
  -- no single dimension exceeds the root of the sum of squares
  have h1 : (d i : ℝ) ≤ √(∑ j ∈ s, (d j : ℝ) ^ 2) :=
    (le_abs_self _).trans (Real.abs_le_sqrt
      (Finset.single_le_sum (f := fun j => (d j : ℝ) ^ 2) (fun j _ => sq_nonneg _) hi))
  calc (d i : ℝ) ^ 3 = (d i : ℝ) ^ 2 * d i := by ring
    _ ≤ _ := mul_le_mul_of_nonneg_left h1 (sq_nonneg _)

variable [Fintype ι]

/-- The order `h` of the symmetry group, computed as the sum of the squared dimensions
of its irreducible representations. -/
def groupOrder (d : ι → ℕ) : ℕ := ∑ i, d i ^ 2

/-- The size `N = k h` of the full matrix. -/
def matrixSize (k : ℕ) (d : ι → ℕ) : ℕ := k * groupOrder d

/-- The cubic cost of diagonalizing one block of size `k dᵢ` for each irreducible
representation. -/
def blockCost (k : ℕ) (d : ι → ℕ) : ℕ := ∑ i, (k * d i) ^ 3

/-- Blocks of size `k dᵢ`, each occurring `dᵢ` times, fill the full matrix. -/
theorem blocks_fill_matrix (k : ℕ) (d : ι → ℕ) :
    ∑ i, d i * (k * d i) = matrixSize k d := by
  simp only [matrixSize, groupOrder, Finset.mul_sum]
  exact Finset.sum_congr rfl fun i _ => by ring

/-- The block cost is `k³` times the sum of the cubed dimensions. -/
theorem blockCost_eq (k : ℕ) (d : ι → ℕ) :
    blockCost k d = k ^ 3 * ∑ i, d i ^ 3 := by
  simp only [blockCost, mul_pow, Finset.mul_sum]

/-- For positive dimensions and `k ≥ 1`, symmetry reduces the cubic cost by the factor `h²`
exactly when every irreducible representation is one-dimensional. -/
theorem full_saving_iff {k : ℕ} {d : ι → ℕ} (hk : 0 < k) (hd : ∀ i, 0 < d i) :
    matrixSize k d ^ 3 = groupOrder d ^ 2 * blockCost k d ↔ ∀ i, d i = 1 := by
  constructor
  · intro e i
    have hpos : 0 < groupOrder d :=
      lt_of_lt_of_le (pow_pos (hd i) 2)
        (Finset.single_le_sum (f := fun j => d j ^ 2) (fun j _ => Nat.zero_le _)
          (Finset.mem_univ i))
    rw [blockCost_eq, matrixSize] at e
    have e1 : (groupOrder d ^ 2 * k ^ 3) * groupOrder d =
        (groupOrder d ^ 2 * k ^ 3) * ∑ j, d j ^ 3 := by
      calc _ = (k * groupOrder d) ^ 3 := by ring
        _ = _ := e
        _ = _ := by ring
    have e2 : ∑ j, d j ^ 2 = ∑ j, d j ^ 3 :=
      Nat.eq_of_mul_eq_mul_left (by positivity) e1
    -- equal sums with ordered terms have equal terms
    have hterm : ∀ j ∈ (Finset.univ : Finset ι), d j ^ 2 ≤ d j ^ 3 :=
      fun j _ => Nat.pow_le_pow_right (hd j) (by norm_num)
    have e3 := (Finset.sum_eq_sum_iff_of_le hterm).1 e2 i (Finset.mem_univ i)
    have e4 : d i ^ 2 * 1 = d i ^ 2 * d i := by
      rw [mul_one]
      exact e3.trans (by ring)
    exact (Nat.eq_of_mul_eq_mul_left (pow_pos (hd i) 2) e4).symm
  · intro h1
    have hS : ∑ i, d i ^ 3 = groupOrder d := by simp [groupOrder, h1]
    rw [blockCost_eq, hS, matrixSize]
    ring

/-- For positive dimensions and `k ≥ 1`, symmetry adaptation reduces the cubic cost `N³` by
at least the factor `h^(3/2)` and at most the factor `h²`; the factor `h²` is reached
exactly when every irreducible representation is one-dimensional. -/
theorem symmetry_adapted_cost {k : ℕ} {d : ι → ℕ} (hk : 0 < k) (hd : ∀ i, 0 < d i) :
    (groupOrder d : ℝ) * √(groupOrder d) * blockCost k d ≤ (matrixSize k d : ℝ) ^ 3 ∧
    matrixSize k d ^ 3 ≤ groupOrder d ^ 2 * blockCost k d ∧
    (matrixSize k d ^ 3 = groupOrder d ^ 2 * blockCost k d ↔ ∀ i, d i = 1) := by
  refine ⟨?_, ?_, full_saving_iff hk hd⟩
  · have hh : (groupOrder d : ℝ) = ∑ i, (d i : ℝ) ^ 2 := by simp [groupOrder]
    have hc : (blockCost k d : ℝ) = (k : ℝ) ^ 3 * ∑ i, (d i : ℝ) ^ 3 := by
      simp [blockCost_eq]
    have hs : √(groupOrder d : ℝ) ^ 2 = groupOrder d := Real.sq_sqrt (Nat.cast_nonneg _)
    have hb := sum_cube_le Finset.univ d
    rw [← hh] at hb
    calc (groupOrder d : ℝ) * √(groupOrder d) * blockCost k d
        = ((groupOrder d : ℝ) * √(groupOrder d) * (k : ℝ) ^ 3) * ∑ i, (d i : ℝ) ^ 3 := by
          rw [hc]; ring
      _ ≤ ((groupOrder d : ℝ) * √(groupOrder d) * (k : ℝ) ^ 3) *
            ((groupOrder d : ℝ) * √(groupOrder d)) :=
          mul_le_mul_of_nonneg_left hb (by positivity)
      _ = (k : ℝ) ^ 3 * (groupOrder d : ℝ) ^ 2 * √(groupOrder d : ℝ) ^ 2 := by ring
      _ = (matrixSize k d : ℝ) ^ 3 := by
          rw [hs, matrixSize]; push_cast; ring
  · -- the square of a positive integer is at most its cube
    have hsum : groupOrder d ≤ ∑ i, d i ^ 3 :=
      Finset.sum_le_sum fun i _ => Nat.pow_le_pow_right (hd i) (by norm_num)
    rw [blockCost_eq]
    calc matrixSize k d ^ 3 = groupOrder d ^ 2 * (k ^ 3 * groupOrder d) := by
          rw [matrixSize]; ring
      _ ≤ _ := Nat.mul_le_mul_left _ (Nat.mul_le_mul_left _ hsum)

/-- If one of the irreducible representations is one-dimensional, as the trivial one is,
the block cost is at most `k³ (1 + (h - 1)^(3/2))`. -/
theorem blockCost_le_of_trivial (k : ℕ) (d : ι → ℕ) (i₀ : ι) (h1 : d i₀ = 1) :
    (blockCost k d : ℝ) ≤
      (k : ℝ) ^ 3 * (1 + ((groupOrder d : ℝ) - 1) * √((groupOrder d : ℝ) - 1)) := by
  classical
  have hh : (groupOrder d : ℝ) = ∑ i, (d i : ℝ) ^ 2 := by simp [groupOrder]
  have hc : (blockCost k d : ℝ) = (k : ℝ) ^ 3 * ∑ i, (d i : ℝ) ^ 3 := by
    simp [blockCost_eq]
  -- split off the one-dimensional representation from both sums
  have e2 := Finset.add_sum_erase Finset.univ (fun i => (d i : ℝ) ^ 2) (Finset.mem_univ i₀)
  have e3 := Finset.add_sum_erase Finset.univ (fun i => (d i : ℝ) ^ 3) (Finset.mem_univ i₀)
  simp only [h1, Nat.cast_one, one_pow] at e2 e3
  have hr : ∑ i ∈ Finset.univ.erase i₀, (d i : ℝ) ^ 2 = (groupOrder d : ℝ) - 1 := by
    rw [hh]; linarith
  have hb := sum_cube_le (Finset.univ.erase i₀) d
  rw [hr] at hb
  rw [hc]
  exact mul_le_mul_of_nonneg_left (by linarith) (by positivity)

/-- For the dimensions 1, 1, 2, 3, 3 of the octahedral rotation group, the order is 24 and
the full cubic cost is 216 times the block cost. -/
theorem octahedral_saving (k : ℕ) :
    groupOrder ![1, 1, 2, 3, 3] = 24 ∧
    matrixSize k ![1, 1, 2, 3, 3] ^ 3 = 216 * blockCost k ![1, 1, 2, 3, 3] := by
  have h : groupOrder ![1, 1, 2, 3, 3] = 24 := by
    simp [groupOrder, Fin.sum_univ_five]
  have c : ∑ i, (![1, 1, 2, 3, 3] : Fin 5 → ℕ) i ^ 3 = 64 := by
    simp [Fin.sum_univ_five]
  refine ⟨h, ?_⟩
  rw [matrixSize, h, blockCost_eq, c]
  ring

end SymmetryAdaptedCost
```

```lean
#print axioms SymmetryAdaptedCost.blocks_fill_matrix
#print axioms SymmetryAdaptedCost.symmetry_adapted_cost
#print axioms SymmetryAdaptedCost.blockCost_le_of_trivial
#print axioms SymmetryAdaptedCost.octahedral_saving
```

```
'SymmetryAdaptedCost.blocks_fill_matrix' depends on axioms: [propext, Classical.choice, Quot.sound]
'SymmetryAdaptedCost.symmetry_adapted_cost' depends on axioms: [propext, Classical.choice, Quot.sound]
'SymmetryAdaptedCost.blockCost_le_of_trivial' depends on axioms: [propext, Classical.choice, Quot.sound]
'SymmetryAdaptedCost.octahedral_saving' depends on axioms: [propext, Classical.choice, Quot.sound]
```

## Two bounds and a condition for equality

Let $d_i$ be the dimensions of the irreducible representations, and set

$$h=\sum_i d_i^2,\qquad N=kh,\qquad C=\sum_i (k d_i)^3 .$$

In Lean, `d : ι → ℕ` lists the dimensions over a finite index type, and `groupOrder d`, `matrixSize k d` and `blockCost k d` are $h$, $N$ and $C$. For $k\ge 1$ and all $d_i\ge 1$, the theorem `symmetry_adapted_cost` states that

$$h^{3/2}\,C\le N^3\le h^2\,C,$$

and that $N^3=h^2C$ holds exactly when every $d_i=1$. The power $h^{3/2}$ is written as $h\sqrt h$, so the first inequality lives in the real numbers; the other two statements concern natural numbers. If there is at least one representation, then $h>0$ and division gives $N^3/h^2\le C\le N^3/h^{3/2}$. For the trivial group, $h=1$ and both bounds reduce to $C=N^3$.

The hypothesis `hk`, that $k$ is positive, matters for the equality condition: at $k=0$ both sides vanish whatever the dimensions are.

## The basis behind the block sizes

Consider orbitals on atoms none of which lies on a symmetry element. The group moves each atom through $h$ distinct positions, and the orbitals on such a set of atoms span copies of the regular representation. With $k$ copies in total, the complex irreducible representation $i$ occurs $k d_i$ times. By Schur's lemma, an invariant Hamiltonian in a suitable symmetry-adapted basis then has, for each $i$, $d_i$ identical blocks of size $k d_i$, and diagonalizing one of these gives the eigenvalues of all $d_i$. The theorem `blocks_fill_matrix` checks the count: $\sum_i d_i(k d_i)=kh=N$.

No group appears in the file. That the squared dimensions add up to the group order, and that the blocks have these sizes, is representation theory built into the definitions. Atoms on symmetry elements generally change the multiplicities, and then the formula for $C$ no longer applies. The cost model also leaves out the basis transformation and all prefactors.

All complex irreducible representations are one-dimensional precisely for abelian groups. Lattice translations with periodic boundary conditions are an example: for $h$ cells with $k$ orbitals each, a one-electron Hamiltonian splits into $h$ Bloch blocks of size $k$, and in this cubic model the cost falls from $(kh)^3$ to $hk^3$, a factor $h^2$.

## Comparing squares with cubes

Taking out the common factor gives $C=k^3\sum_i d_i^3$, which is `blockCost_eq`. Since $N^3=k^3h^3$, both bounds compare $\sum_i d_i^3$ with $h=\sum_i d_i^2$.

**At most $h^2$.** A positive integer satisfies $d_i^2\le d_i^3$. Summing gives $h\le\sum_i d_i^3$, hence

$$N^3=h^2k^3h\le h^2k^3\sum_i d_i^3=h^2C .$$

In Lean this is `hsum`, followed by a short `calc`.

**At least $h^{3/2}$.** A single square cannot exceed the sum of all squares, so $d_i\le\sqrt h$. Therefore

$$\sum_i d_i^3=\sum_i d_i^2\,d_i\le\sqrt h\sum_i d_i^2=h^{3/2}.$$

Multiplication by $h^{3/2}k^3$ gives $h^{3/2}C\le k^3h^3=N^3$. The lemma `sum_cube_le` proves the bound on the cubes for any finite subset of the indices; its step `h1` is $d_i\le\sqrt h$ when the subset is the whole index set.

**Equality.** With no indices the condition on the $d_i$ holds trivially, and so does $N^3=h^2C$, since both sides are zero. Otherwise $h>0$, and if $N^3=h^2C$, cancelling $h^2k^3>0$ leaves $\sum_i d_i^2=\sum_i d_i^3$. Every term on the left is at most its partner on the right, so no term can be strictly smaller. Thus $d_i^2=d_i^3$, and cancelling $d_i^2>0$ gives $d_i=1$. Conversely, if every $d_i=1$, then $\sum_i d_i^3=h$ and $h^2C=h^2k^3h=N^3$. These are the two directions of `full_saving_iff`.

## From equal sums to equal terms

The step from one equation between sums to an equation for every index is made by Mathlib's `Finset.sum_eq_sum_iff_of_le`. Given $f_j\le g_j$ for all $j$ in a finite set, it states that $\sum_j f_j=\sum_j g_j$ if and only if $f_j=g_j$ for every $j$ in the set. The proof supplies the ordering as `hterm`, takes the forward direction with `.1`, and applies it to the equality `e2` at the index `i`. The ordering is essential: $1+3=2+2$ has equal sums but unequal terms.

## A sharper bound and two groups

Every group has the trivial representation, of dimension 1. Splitting off its contribution leaves squares that sum to $h-1$, and the bound on the cubes applied to the rest gives

$$C\le k^3\left(1+(h-1)^{3/2}\right).$$

This is `blockCost_le_of_trivial`, which assumes only that some index `i₀` has dimension 1. Its proof removes that index with `Finset.univ.erase i₀`, which is why `sum_cube_le` is stated for subsets.

For the point group $C_{3v}$ the dimensions are $1,1,2$, so $h=6$. With $k=10$ the full matrix has size $N=60$ and cost $N^3=216\,000$. The block of size $20$ occurs twice, and only one copy is diagonalized. The blocks to diagonalize therefore have sizes $10,10,20$ and cost

$$C=1000+1000+8000=10\,000 .$$

The saving is a factor $21.6$, between $6^{3/2}\approx14.7$ and $6^2=36$. The sharper bound gives $C\le1000\,(1+5^{3/2})\approx12\,180$.

For the octahedral rotation group, with dimensions $1,1,2,3,3$, the order is $24$ and the cubes sum to $64$. Since $24^3/64=216$, the full cost is $216$ times the block cost for every $k\ge1$. The theorem `octahedral_saving` states this as a product, $N^3=216\,C$, which also holds at $k=0$.
